# The quadratic Stark coefficient of hydrogen from a tridiagonal matrix in parabolic coordinates

One way to test a finite-field polarisability calculation on hydrogen is to fit the energies computed at small fields F to a quadratic in F and compare the F² coefficient with its perturbative value. That value is derived here for a non-relativistic electron bound to a fixed proton, in atomic units, with field energy +Fz.

Put E = −1/(2g²). In the parabolic coordinates r + z = gt and r − z = gt′, the Schrödinger equation separates. With a = |m|, where m is the magnetic quantum number, the first factor u(t) obeys

−(t u′)′ + (t/4 + a²/(4t) + f t²/4) u = κ₁ u, f = Fg³.

The second factor obeys the same equation with −f and eigenvalue κ₂, and κ₁ + κ₂ = g. At zero field κ₁ = k₁ = n₁ + (a+1)/2, where n₁ counts nodes, and likewise for k₂.

```lean
import Mathlib

open PowerSeries (coeff C X constantCoeff)

namespace HydrogenStark

noncomputable section
```

The zero-field solutions are t^(a/2) e^(−t/2) times monic Laguerre polynomials p_ν, which satisfy

t p_ν = p_{ν+1} + (2ν+a+1) p_ν + ν(ν+a) p_{ν−1}.

With k = ν + (a+1)/2, the diagonal entry is 2k, and levels k and k+1 are linked by the product

s(k) = (ν+1)(ν+1+a) = k² + k − (a²−1)/4.

```lean
/-- The product `s(k)` of the two matrix elements of `t` linking the levels `k` and `k + 1`. -/
def ladder (a k : ℝ) : ℝ := k ^ 2 + k - (a ^ 2 - 1) / 4
```

If c(j) is the coefficient of level k + j, multiplication by t gives

(Tc)(j) = 2(k+j) c(j) + c(j−1) + s(k+j) c(j+1).

The formal development starts from this matrix and the zero-field eigenvalues; the separation, the zero-field solutions and the Laguerre recurrence are taken as given. The index j runs over all integers, but s vanishes just below the lowest physical level, so a physical state never leaks downwards.

```lean
/-- The tridiagonal matrix of the parabolic coordinate `t` in the monic Laguerre basis, acting
on expansion coefficients; `c j` belongs to the level `k + j`. -/
def mulT (a k : ℝ) (c : ℤ → ℝ) (j : ℤ) : ℝ :=
  2 * (k + j) * c j + c (j - 1) + ladder a (k + j) * c (j + 1)
```

The perturbation is V = T²/4.

```lean
/-- The field perturbation `t²/4` on expansion coefficients. -/
def fieldTerm (a k : ℝ) (c : ℤ → ℝ) (j : ℤ) : ℝ := mulT a k (mulT a k c) j / 4
```

It acts first on the state u₀ that occupies level k alone.

```lean
/-- The unperturbed state: only the level `k` is occupied. -/
def unperturbed (j : ℤ) : ℝ := if j = 0 then 1 else 0
```

The first-order shift is the diagonal element of V. Two steps of T return to k by staying twice, or by going up or down and back:

b₁(k) = (4k² + s(k) + s(k−1))/4 = (12k² − a² + 1)/8.

```lean
/-- The first-order coefficient `b1(k)`. -/
def shift1 (a k : ℝ) : ℝ := (12 * k ^ 2 - a ^ 2 + 1) / 8
```

The unperturbed eigenvalues are k + j, so the second-order shift is −Σ V₀ⱼVⱼ₀/j over j = ±1, ±2:

b₂(k) = −[s(k)(4k+2)² − s(k−1)(4k−2)² + (s(k)s(k+1) − s(k−1)s(k−2))/2]/16

The first two terms in the bracket give k(64k² − 8a² + 16), and the last gives k(4k² − a² + 3). Hence

b₂(k) = −k(68k² + 19 − 9a²)/16.

```lean
/-- The second-order coefficient `b2(k)`. -/
def shift2 (a k : ℝ) : ℝ := -k * (68 * k ^ 2 + 19 - 9 * a ^ 2) / 16
```

Both shifts use the entries of V, which follow by applying T twice.

```lean
/-- The field perturbation couples each level to itself and to two neighbours on either side. -/
theorem fieldTerm_apply (a k : ℝ) (c : ℤ → ℝ) (j : ℤ) : fieldTerm a k c j =
    (c (j - 2) + (4 * (k + j) - 2) * c (j - 1)
      + (4 * (k + j) ^ 2 + ladder a (k + j) + ladder a (k + j - 1)) * c j
      + ladder a (k + j) * (4 * (k + j) + 2) * c (j + 1)
      + ladder a (k + j) * ladder a (k + j + 1) * c (j + 2)) / 4 := by
  simp only [fieldTerm, mulT, show j - 1 - 1 = j - 2 by ring, sub_add_cancel,
    add_sub_cancel_right, show j + 1 + 1 = j + 2 by ring, ladder]
  push_cast
  ring
```

The perturbation equations for the corrections v and w are

j v(j) + (Vu₀)(j) = β₁ u₀(j)
j w(j) + (Vv)(j) = β₁ v(j) + β₂ u₀(j).

At j = 0 the first gives β₁ = b₁. Elsewhere it gives v(j) = −(Vu₀)(j)/j:

v(1) = −(4k+2)/4, v(2) = −1/8
v(−1) = s(k−1)(4k−2)/4, v(−2) = s(k−1)s(k−2)/8.

Inserting these in the second equation at j = 0 gives β₂ = b₂; the free v(0) cancels. In the proof, `key` does this elimination by weighting the four equations. Conversely, dividing by j constructs v and w, so the theorem says that solutions exist exactly for these β₁ and β₂.

```lean
/-- The perturbation equations of first and second order in the field are solvable exactly
when the corrections to the separation constant are `b1(k)` and `b2(k)`. -/
theorem separation_constant (a k β₁ β₂ : ℝ) :
    (∃ v w : ℤ → ℝ,
      (∀ j : ℤ, (k + j) * v j + fieldTerm a k unperturbed j = k * v j + β₁ * unperturbed j) ∧
      ∀ j : ℤ, (k + j) * w j + fieldTerm a k v j = k * w j + β₁ * v j + β₂ * unperturbed j)
    ↔ β₁ = shift1 a k ∧ β₂ = shift2 a k := by
  have u0 : unperturbed 0 = 1 := if_pos rfl
  have u (j : ℤ) (hj : j ≠ 0) : unperturbed j = 0 := if_neg hj
  have c0 : fieldTerm a k unperturbed 0 = shift1 a k := by
    rw [fieldTerm_apply]
    simp [unperturbed, ladder, shift1]
    ring
  -- the first-order state fixes the second-order coefficient
  have key (v : ℤ → ℝ) (h : ∀ j : ℤ, (k + j) * v j + fieldTerm a k unperturbed j
      = k * v j + shift1 a k * unperturbed j) :
      fieldTerm a k v 0 = shift1 a k * v 0 + shift2 a k := by
    have p1 := h 1
    have p2 := h 2
    have m1 := h (-1)
    have m2 := h (-2)
    rw [fieldTerm_apply] at p1 p2 m1 m2 ⊢
    norm_num only [unperturbed, if_true, if_false, Int.cast_one, Int.cast_ofNat,
      Int.cast_neg, Int.cast_zero] at p1 p2 m1 m2 ⊢
    simp only [ladder, shift1, shift2] at p1 p2 m1 m2 ⊢
    linear_combination (k ^ 2 + k - (a ^ 2 - 1) / 4) * (4 * k + 2) / 4 * p1
      + (k ^ 2 + k - (a ^ 2 - 1) / 4) * ((k + 1) ^ 2 + (k + 1) - (a ^ 2 - 1) / 4) / 8 * p2
      - (4 * k - 2) / 4 * m1 - m2 / 8
  constructor
  · rintro ⟨v, w, h1, h2⟩
    have e := h1 0
    rw [c0, u0, Int.cast_zero] at e
    have hβ : β₁ = shift1 a k := by linear_combination -e
    subst hβ
    have e2 := h2 0
    rw [key v h1, u0, Int.cast_zero] at e2
    exact ⟨rfl, by linear_combination -e2⟩
  · rintro ⟨rfl, rfl⟩
    -- away from the unperturbed level, divide by the level spacing
    obtain ⟨v, hv⟩ : ∃ v : ℤ → ℝ, ∀ j, v j = -fieldTerm a k unperturbed j / j :=
      ⟨_, fun _ => rfl⟩
    have h1 (j : ℤ) : (k + j) * v j + fieldTerm a k unperturbed j
        = k * v j + shift1 a k * unperturbed j := by
      by_cases hj : j = 0
      · subst hj
        rw [c0, u0, Int.cast_zero]
        ring
      · have hj' : (j : ℝ) ≠ 0 := Int.cast_ne_zero.mpr hj
        have e : v j * j = -fieldTerm a k unperturbed j := by rw [hv, div_mul_cancel₀ _ hj']
        rw [u j hj]
        linear_combination e
    refine ⟨v, fun j => (shift1 a k * v j - fieldTerm a k v j) / j, h1, fun j => ?_⟩
    by_cases hj : j = 0
    · subst hj
      rw [key v h1, u0]
      simp
    · have hj' : (j : ℝ) ≠ 0 := Int.cast_ne_zero.mpr hj
      have e := div_mul_cancel₀ (shift1 a k * v j - fieldTerm a k v j) hj'
      rw [u j hj]
      linear_combination e
```

Through second order the first separation constant is therefore k₁ + f b₁(k₁) + f² b₂(k₁), and the second is the same expression with k₂ for k₁ and −f for f. Here f is a formal power series, so convergence and field ionisation do not enter.

```lean
/-- The separation constant through second order in the scaled field `f`. -/
def sepSeries (a k : ℝ) (f : PowerSeries ℝ) : PowerSeries ℝ :=
  C k + C (shift1 a k) * f + C (shift2 a k) * f ^ 2
```

With `X` standing for F, the condition κ₁ + κ₂ = g is imposed modulo F³:

g = k₁ + k₂ + Fg³(b₁(k₁) − b₁(k₂)) + F²g⁶(b₂(k₁) + b₂(k₂)).

```lean
/-- The two separation constants, at scaled fields `Fg³` and `-Fg³`, add up to `g` modulo `F³`. -/
def Constraint (a k₁ k₂ : ℝ) (g : PowerSeries ℝ) : Prop :=
  X ^ 3 ∣ g - (sepSeries a k₁ (X * g ^ 3) + sepSeries a k₂ (-(X * g ^ 3)))
```

Solving it order by order needs the low coefficients of a product.

```lean
/-- The coefficients of a product of two field expansions through second order. -/
theorem coeff_mul_low (f h : PowerSeries ℝ) :
    coeff 0 (f * h) = coeff 0 f * coeff 0 h ∧
    coeff 1 (f * h) = coeff 0 f * coeff 1 h + coeff 1 f * coeff 0 h ∧
    coeff 2 (f * h) = coeff 0 f * coeff 2 h + coeff 1 f * coeff 1 h + coeff 2 f * coeff 0 h := by
  refine ⟨?_, ?_, ?_⟩ <;>
    simp [PowerSeries.coeff_mul, Finset.Nat.sum_antidiagonal_eq_sum_range_succ_mk,
      Finset.sum_range_succ]
```

Let n = k₁ + k₂ and q = k₁ − k₂. Then

b₁(k₁) − b₁(k₂) = 3nq/2
b₂(k₁) + b₂(k₂) = −n(17n² + 51q² + 19 − 9a²)/16.

Writing g = g₀ + g₁F + g₂F² + …, one finds

g₀ = n
g₁ = (3nq/2) n³ = 3n⁴q/2
g₂ = (3nq/2)·3n²g₁ + n⁶(b₂(k₁) + b₂(k₂)) = n⁷(57q² − 17n² − 19 + 9a²)/16.

The equivalence also shows that such a g exists: any series with these three coefficients will do.

```lean
/-- The constraint holds exactly when `g` has these coefficients through second order. -/
theorem constraint_iff (a k₁ k₂ : ℝ) (g : PowerSeries ℝ) : Constraint a k₁ k₂ g ↔
    coeff 0 g = k₁ + k₂ ∧ coeff 1 g = 3 / 2 * (k₁ + k₂) ^ 4 * (k₁ - k₂) ∧
    coeff 2 g = (k₁ + k₂) ^ 7 *
      (57 * (k₁ - k₂) ^ 2 - 17 * (k₁ + k₂) ^ 2 - 19 + 9 * a ^ 2) / 16 := by
  obtain ⟨r, hr⟩ : ∃ r, r = sepSeries a k₁ (X * g ^ 3) + sepSeries a k₂ (-(X * g ^ 3)) :=
    ⟨_, rfl⟩
  have hc : coeff 0 r = k₁ + k₂ ∧
      coeff 1 r = (shift1 a k₁ - shift1 a k₂) * coeff 0 g ^ 3 ∧
      coeff 2 r = (shift1 a k₁ - shift1 a k₂) * (3 * coeff 0 g ^ 2 * coeff 1 g)
        + (shift2 a k₁ + shift2 a k₂) * coeff 0 g ^ 6 := by
    rw [hr]
    refine ⟨?_, ?_, ?_⟩ <;>
      simp only [sepSeries, pow_succ, pow_zero, one_mul, map_add, map_neg, coeff_mul_low,
        PowerSeries.coeff_C, PowerSeries.coeff_X, one_ne_zero, zero_ne_one,
        OfNat.ofNat_ne_zero, OfNat.ofNat_ne_one, if_true, if_false] <;> ring
  obtain ⟨h0, h1, h2⟩ := hc
  rw [Constraint, ← hr, PowerSeries.X_pow_dvd_iff]
  constructor
  · intro h
    have e0 := h 0 (by norm_num)
    have e1 := h 1 (by norm_num)
    have e2 := h 2 (by norm_num)
    rw [map_sub, h0, sub_eq_zero] at e0
    rw [map_sub, h1, e0] at e1
    rw [map_sub, h2, e0] at e2
    simp only [shift1, shift2] at e1 e2
    have e1' : coeff 1 g = 3 / 2 * (k₁ + k₂) ^ 4 * (k₁ - k₂) := by linear_combination e1
    rw [e1'] at e2
    exact ⟨e0, e1', by linear_combination e2⟩
  · rintro ⟨e0, e1, e2⟩ i hi
    interval_cases i
    · rw [map_sub, h0, e0, sub_self]
    · rw [map_sub, h1, e0, e1, shift1, shift1]
      ring
    · rw [map_sub, h2, e0, e1, e2, shift1, shift1, shift2, shift2]
      ring
```

For n ≠ 0, expanding −1/(2g²) gives

E₀ = −1/(2n²)
E₁ = g₁/n³ = 3nq/2
E₂ = g₂/n³ − 3g₁²/(2n⁴) = −n⁴(17n² − 3q² − 9a² + 19)/16.

Lean obtains the same values by comparing coefficients in `2 * g ^ 2 * E = -1`.

```lean
/-- If `g` satisfies the constraint and `k₁ + k₂ ≠ 0`, the energy `E = -1/(2g²)` exists as a power
series and has these coefficients through second order in the field. -/
theorem stark_energy (a k₁ k₂ : ℝ) (g : PowerSeries ℝ) (hn : k₁ + k₂ ≠ 0)
    (hg : Constraint a k₁ k₂ g) : ∃ E : PowerSeries ℝ, 2 * g ^ 2 * E = -1 ∧
      coeff 0 E = -1 / (2 * (k₁ + k₂) ^ 2) ∧
      coeff 1 E = 3 / 2 * (k₁ + k₂) * (k₁ - k₂) ∧
      coeff 2 E = -((k₁ + k₂) ^ 4 *
        (17 * (k₁ + k₂) ^ 2 - 3 * (k₁ - k₂) ^ 2 - 9 * a ^ 2 + 19)) / 16 := by
  obtain ⟨g0, g1, g2⟩ := (constraint_iff a k₁ k₂ g).1 hg
  have hc : constantCoeff (g ^ 2) ≠ 0 := by
    rw [map_pow, ← PowerSeries.coeff_zero_eq_constantCoeff_apply, g0]
    exact pow_ne_zero 2 hn
  obtain ⟨I, hI⟩ : ∃ I, g ^ 2 * I = 1 := ⟨_, PowerSeries.mul_inv_cancel _ hc⟩
  have h2 : C (1 / 2 : ℝ) + C (1 / 2 : ℝ) = 1 := by rw [← map_add, add_halves, map_one]
  obtain ⟨E, hE⟩ : ∃ E, 2 * g ^ 2 * E = -1 := ⟨-(C (1 / 2 : ℝ) * I), by
    linear_combination (-2 * C (1 / 2 : ℝ)) * hI - h2⟩
  -- compare coefficients of the defining relation order by order
  have hs : g * g * E + g * g * E = -1 := by linear_combination hE
  have c0 := congrArg (coeff 0) hs
  have c1 := congrArg (coeff 1) hs
  have c2 := congrArg (coeff 2) hs
  simp only [map_add, map_neg, coeff_mul_low, PowerSeries.coeff_one, g0, g1, g2,
    one_ne_zero, OfNat.ofNat_ne_zero, if_true, if_false] at c0 c1 c2
  have e1 : coeff 1 E = 3 / 2 * (k₁ + k₂) * (k₁ - k₂) := by
    apply mul_left_cancel₀ (pow_ne_zero 2 hn)
    linear_combination c1 / 2 - 3 / 2 * (k₁ + k₂) ^ 3 * (k₁ - k₂) * c0
  refine ⟨E, hE, ?_, e1, ?_⟩
  · rw [eq_div_iff (mul_ne_zero two_ne_zero (pow_ne_zero 2 hn))]
    linear_combination c0
  · rw [e1] at c2
    apply mul_left_cancel₀ (pow_ne_zero 2 hn)
    linear_combination c2 / 2 - (k₁ + k₂) ^ 6 * ((57 * (k₁ - k₂) ^ 2 - 17 * (k₁ + k₂) ^ 2
      - 19 + 9 * a ^ 2) / 8 + 9 / 4 * (k₁ - k₂) ^ 2) / 2 * c0
```

Physical states have k₁ and k₂ of the form stated at the start. In `level`, the argument `n` is the node count, not k₁ + k₂.

```lean
/-- The zero-field separation constant with `n` nodes, where `a` is the absolute value of the
magnetic quantum number. -/
def level (a : ℝ) (n : ℕ) : ℝ := n + (a + 1) / 2
```

For these states n = n₁ + n₂ + a + 1 and q = n₁ − n₂, so

n² − q² = (2n₁+a+1)(2n₂+a+1) ≥ 0
n² − a² = (n₁+n₂+1)(n₁+n₂+2a+1) ≥ 0.

Hence 17n² − 3q² − 9a² + 19 ≥ 5n² + 19 > 0, and E₂ is negative. The final theorem writes `m` for a. In the ground state, n = 1 and q = a = 0, so E₂ = −9/4; since E₂ = −α/2, the polarisability α is 9/2.

```lean
/-- For all parabolic quantum numbers `n₁`, `n₂` and `m ≥ 0` the quadratic Stark coefficient
is negative. -/
theorem quadratic_stark_neg (m n₁ n₂ : ℕ) (g : PowerSeries ℝ)
    (hg : Constraint m (level m n₁) (level m n₂) g) :
    ∃ E : PowerSeries ℝ, 2 * g ^ 2 * E = -1 ∧ coeff 2 E < 0 := by
  have hs : level m n₁ + level m n₂ = (n₁ : ℝ) + n₂ + m + 1 := by unfold level; ring
  have hd : level m n₁ - level m n₂ = (n₁ : ℝ) - n₂ := by unfold level; ring
  have hp : (0 : ℝ) < (n₁ : ℝ) + n₂ + m + 1 := by positivity
  obtain ⟨E, hE, -, -, h2⟩ := stark_energy m _ _ g (by rw [hs]; exact hp.ne') hg
  refine ⟨E, hE, ?_⟩
  rw [h2, hs, hd]
  have p1 : (0 : ℝ) ≤ (2 * n₂ + m + 1) * (2 * n₁ + m + 1) := by positivity
  have p2 : (0 : ℝ) ≤ (n₁ + n₂ + 1) * (n₁ + n₂ + 2 * m + 1) := by positivity
  have p3 : (0 : ℝ) < 17 * ((n₁ : ℝ) + n₂ + m + 1) ^ 2 - 3 * ((n₁ : ℝ) - n₂) ^ 2
      - 9 * (m : ℝ) ^ 2 + 19 := by
    nlinarith [p1, p2, sq_nonneg ((n₁ : ℝ) + n₂ + m + 1)]
  have p4 := mul_pos (pow_pos hp 4) p3
  linarith

end

end HydrogenStark
```

```lean
#print axioms HydrogenStark.separation_constant
-- 'HydrogenStark.separation_constant' depends on axioms: [propext, Classical.choice, Quot.sound]
#print axioms HydrogenStark.quadratic_stark_neg
-- 'HydrogenStark.quadratic_stark_neg' depends on axioms: [propext, Classical.choice, Quot.sound]
```
